# Rescaling a Perturbed State Order by Order Leaves Its Rayleigh–Schrödinger Energies Unchanged

## Two normalisations, one level

If the energy coefficients of a perturbation series depended on how the perturbed state is normalised, two calculations of the same level could disagree with no error in either. One might keep the state at unit norm, the other might keep its overlap with the unperturbed state fixed, and neither set of coefficients would belong to the Hamiltonian alone.

The state corrections do depend on this choice. For the Hamiltonian \(H_0+\lambda W\), write the state as \(\psi_0+\lambda\psi_1+\lambda^2\psi_2+\dots\) and the energy as \(E_0+\lambda E_1+\lambda^2E_2+\dots\). Multiplying the state by a scalar series \(c_0+\lambda c_1+\lambda^2c_2+\dots\) changes its coefficients to

\[
\varphi_n=\sum_{k=0}^{n}c_k\,\psi_{n-k}.
\]

This change is called a gauge change here. It leaves every \(E_n\) as it was. For a Møller–Plesset series in a finite basis, with the Hamiltonian split linearly in \(\lambda\), the energy coefficients therefore survive any such change of normalisation.

## The order equations and their Lean form

Collecting powers of \(\lambda\) in the eigenvalue equation gives

\[
H_0\psi_0=E_0\psi_0,\qquad
H_0\psi_{n+1}+W\psi_n=\sum_{k=0}^{n+1}E_k\,\psi_{n+1-k}.
\]

`SolvesOrders H₀ W E ψ` says that all these equations hold. The sequences `E : ℕ → ℂ` and `ψ : ℕ → V` hold the coefficients, and `seriesMul a v n` is \(\sum_{k=0}^{n}a_kv_{n-k}\). The same function serves for the right-hand side of the order equations and for the gauge change.

The theorem `gauge_freedom` takes a solution and any complex sequence `c`, and concludes `SolvesOrders H₀ W E (seriesMul c ψ)`, with the same `E`. It needs only a complex vector space and two linear operators, so neither an inner product nor Hermiticity enters. The case \(c_0=0\) is allowed, although \(\varphi_0\) is then zero and no longer an unperturbed state.

The later theorems use a complex inner product space, with the inner product conjugate-linear in its first argument. `H₀.IsSymmetric` means \(\langle H_0x,y\rangle=\langle x,H_0y\rangle\); no symmetry of \(W\) is required.

The series are formal, and nothing is said about their convergence. The operators act on all of `V`, so an unbounded Hamiltonian with a restricted domain is not directly covered.

## Why the energies stay

Insert \(\varphi\) into the left side of the equation of order \(n+1\) and separate the term \(k=n+1\):

\[
H_0\varphi_{n+1}+W\varphi_n
=\sum_{k=0}^{n}c_k\bigl(H_0\psi_{n+1-k}+W\psi_{n-k}\bigr)+c_{n+1}H_0\psi_0 .
\]

Each bracket is the left side of an order equation for \(\psi\), and \(H_0\psi_0=E_0\psi_0\). Hence the whole expression equals

\[
\sum_{k=0}^{n+1}c_k\sum_{j=0}^{n+1-k}E_j\,\psi_{n+1-k-j}
=\sum_{j=0}^{n+1}E_j\sum_{k=0}^{n+1-j}c_k\,\psi_{n+1-j-k}
=\sum_{j=0}^{n+1}E_j\,\varphi_{n+1-j}.
\]

The middle step exchanges two sums over the triangle \(k+j\le n+1\). At order zero, \(H_0(c_0\psi_0)=E_0(c_0\psi_0)\).

## Reaching intermediate normalisation

Let \(\psi_0\ne0\) and \(s_n=\langle\psi_0,\psi_n\rangle\), so that \(s_0\neq0\). To give the new states prescribed overlaps \(t_n\) with \(\psi_0\), solve \(\sum_{k=0}^{n}c_ks_{n-k}=t_n\) in order of \(n\):

\[
c_n=\frac{1}{s_0}\Bigl(t_n-\sum_{k=0}^{n-1}c_k\,s_{n-k}\Bigr).
\]

Intermediate normalisation is the choice \(t_0=s_0\) and \(t_n=0\) for \(n\ge1\). It gives \(c_0=1\), so \(\psi_0\) is kept and all corrections are orthogonal to it.

Now let \(\psi\) itself satisfy these orthogonality conditions, with \(\|\psi_0\|=1\) and \(H_0\) symmetric. Projecting the order equation on \(\psi_0\) gives

\[
\langle\psi_0,H_0\psi_{n+1}\rangle+\langle\psi_0,W\psi_n\rangle
=E_0\langle\psi_0,\psi_{n+1}\rangle+\sum_{i=0}^{n-1}E_{i+1}\langle\psi_0,\psi_{n-i}\rangle+E_{n+1}.
\]

The first term on the left is \(\langle H_0\psi_0,\psi_{n+1}\rangle=\overline{E_0}\,\langle\psi_0,\psi_{n+1}\rangle=0\). On the right only \(E_{n+1}\) survives, so \(E_{n+1}=\langle\psi_0,W\psi_n\rangle\).

## The gauge is the only freedom of a nondegenerate level

Let \((E,\psi)\) and \((E',\varphi)\) be two solutions with \(E'_0=E_0\), nonzero \(\psi_0\) and \(\varphi_0\), and symmetric \(H_0\). Nondegeneracy means that every solution of \(H_0v=E_0v\) is a multiple of \(\psi_0\). Choose \(c\) so that \(\chi_n=\sum_{k=0}^{n}c_k\psi_{n-k}\) has the same overlaps with \(\psi_0\) as \(\varphi_n\), and set \(\delta_n=\varphi_n-\chi_n\). Every \(\delta_n\) is then orthogonal to \(\psi_0\).

At order zero, \(H_0\delta_0=E_0\delta_0\), so \(\delta_0\) is a multiple of \(\psi_0\) and orthogonal to it, hence zero. If energies and states agree through order \(n\), subtracting the two equations of order \(n+1\) leaves

\[
H_0\delta_{n+1}=E_0\delta_{n+1}+(E'_{n+1}-E_{n+1})\chi_0 .
\]

Since \(E_0\) is real, projection on \(\psi_0\) gives \((E'_{n+1}-E_{n+1})\langle\psi_0,\chi_0\rangle=0\). The overlap equals \(\langle\psi_0,\varphi_0\rangle\), which is nonzero because \(\varphi_0\) is a nonzero multiple of \(\psi_0\). The energies therefore agree, and \(\delta_{n+1}=0\) by the argument used at order zero. Finally, \(\varphi_0=c_0\psi_0\ne0\) forces \(c_0\ne0\).

## A three-level example

Take \(H_0=\mathrm{diag}(0,1,-1)\) and

\[
W=\begin{pmatrix}1&1&1\\1&1&0\\1&0&1\end{pmatrix}.
\]

The vector \((1,-\lambda,\lambda)\) is an eigenvector of \(H_0+\lambda W\) with eigenvalue \(\lambda\). Thus \(E_1=1\), all other \(E_n\) vanish, and the state is in intermediate normalisation.

Its squared norm is \(1+2\lambda^2\), so scaling to unit norm gives \(c_0=1\), \(c_1=0\), \(c_2=-1\). The second-order state becomes \(-\psi_0\), and \(\langle\psi_0,W(-\psi_0)\rangle=-1\), whereas \(E_3=0\). The energy is unchanged, but the short formula for it can fail when the corrections are not orthogonal to \(\psi_0\).

## The complete Lean file

```lean
import Mathlib

open Finset
open scoped InnerProductSpace

namespace PerturbationGauge

noncomputable section

section Algebra

variable {V : Type*} [AddCommGroup V] [Module ℂ V]

/-- The order-`n` coefficient `∑ₖ aₖ vₙ₋ₖ` of the product of a scalar power series `a`
and a vector power series `v` in the coupling strength. -/
def seriesMul (a : ℕ → ℂ) (v : ℕ → V) (n : ℕ) : V :=
  ∑ k ∈ range (n + 1), a k • v (n - k)

/-- The Rayleigh-Schrödinger equations of all orders for the Hamiltonian `H₀ + λ W`:
`H₀ ψ₀ = E₀ ψ₀` and `H₀ ψₙ₊₁ + W ψₙ = ∑ₖ Eₖ ψₙ₊₁₋ₖ`. -/
structure SolvesOrders (H₀ W : V →ₗ[ℂ] V) (E : ℕ → ℂ) (ψ : ℕ → V) : Prop where
  zeroth : H₀ (ψ 0) = E 0 • ψ 0
  succ : ∀ n, H₀ (ψ (n + 1)) + W (ψ n) = seriesMul E ψ (n + 1)

lemma seriesMul_zero (a : ℕ → ℂ) (v : ℕ → V) : seriesMul a v 0 = a 0 • v 0 := by
  simp [seriesMul]

lemma seriesMul_succ (a : ℕ → ℂ) (v : ℕ → V) (n : ℕ) :
    seriesMul a v (n + 1) =
      ∑ k ∈ range (n + 1), a k • v (n + 1 - k) + a (n + 1) • v 0 :=
  (Finset.sum_range_succ (fun k => a k • v (n + 1 - k)) (n + 1)).trans (by simp)

lemma seriesMul_ends (a : ℕ → ℂ) (v : ℕ → V) (n : ℕ) :
    seriesMul a v (n + 1) =
      ∑ i ∈ range n, a (i + 1) • v (n - i) + a 0 • v (n + 1) + a (n + 1) • v 0 := by
  rw [seriesMul_succ, Finset.sum_range_succ']
  simp

/-- Multiplications of a vector series by two scalar series commute, order by order. -/
theorem seriesMul_comm (c E : ℕ → ℂ) (ψ : ℕ → V) (n : ℕ) :
    seriesMul c (seriesMul E ψ) n = seriesMul E (seriesMul c ψ) n := by
  simp only [seriesMul, Finset.smul_sum]
  -- exchange the two sums over the triangle `k + j ≤ n`
  rw [Finset.sum_comm' (s' := fun j => range (n - j + 1)) (t' := range (n + 1))
    (by intro x y; simp only [mem_range]; omega)]
  refine sum_congr rfl fun j _ => sum_congr rfl fun k _ => ?_
  rw [smul_comm, Nat.sub_right_comm]

/-- Gauge freedom: if `(Eₙ, ψₙ)` solves the equations of all orders, then so does
`(Eₙ, ∑ₖ cₖ ψₙ₋ₖ)` for every scalar sequence `c`, with the same energies. -/
theorem gauge_freedom {H₀ W : V →ₗ[ℂ] V} {E : ℕ → ℂ} {ψ : ℕ → V}
    (h : SolvesOrders H₀ W E ψ) (c : ℕ → ℂ) :
    SolvesOrders H₀ W E (seriesMul c ψ) where
  zeroth := by rw [seriesMul_zero, map_smul, h.zeroth, smul_comm]
  succ n := by
    -- superpose the equations of orders `0` to `n + 1` with weights `c`
    have e : ∀ k ∈ range (n + 1), c k • seriesMul E ψ (n + 1 - k) =
        c k • H₀ (ψ (n + 1 - k)) + c k • W (ψ (n - k)) := by
      intro k hk
      have hk' : n + 1 - k = (n - k) + 1 := by
        have := mem_range.mp hk
        omega
      rw [hk', ← h.succ, smul_add]
    have last : seriesMul E ψ 0 = H₀ (ψ 0) := by rw [seriesMul_zero, h.zeroth]
    have hW : W (seriesMul c ψ n) = ∑ k ∈ range (n + 1), c k • W (ψ (n - k)) := by
      simp only [seriesMul, map_sum, map_smul]
    rw [← seriesMul_comm c E ψ (n + 1), seriesMul_succ c (seriesMul E ψ),
      sum_congr rfl e, last, hW, seriesMul_succ c ψ, sum_add_distrib]
    simp only [map_add, map_sum, map_smul]
    abel

end Algebra

variable {V : Type*} [NormedAddCommGroup V] [InnerProductSpace ℂ V]

/-- If `ψ₀ ≠ 0`, a gauge change can give the corrected states any prescribed
overlaps `tₙ` with `ψ₀`. -/
theorem exists_gauge_overlap (ψ : ℕ → V) (h0 : ψ 0 ≠ 0) (t : ℕ → ℂ) :
    ∃ c : ℕ → ℂ, ∀ n, ⟪ψ 0, seriesMul c ψ n⟫_ℂ = t n := by
  -- divide the power series `t` by the overlap series of `ψ`
  obtain ⟨P, hP⟩ : ∃ P : PowerSeries ℂ,
      P * PowerSeries.mk (fun n => ⟪ψ 0, ψ n⟫_ℂ) = PowerSeries.mk t := by
    refine ⟨PowerSeries.mk t * (PowerSeries.mk (fun n => ⟪ψ 0, ψ n⟫_ℂ))⁻¹, ?_⟩
    rw [mul_assoc, PowerSeries.inv_mul_cancel, mul_one]
    rw [← PowerSeries.coeff_zero_eq_constantCoeff_apply, PowerSeries.coeff_mk]
    exact inner_self_ne_zero.mpr h0
  refine ⟨fun n => PowerSeries.coeff n P, fun n => ?_⟩
  have h := congrArg (PowerSeries.coeff n) hP
  simp only [PowerSeries.coeff_mul, PowerSeries.coeff_mk] at h
  rw [Finset.Nat.sum_antidiagonal_eq_sum_range_succ_mk] at h
  simp only [seriesMul, inner_sum, inner_smul_right]
  exact h

/-- Every solution with `ψ₀ ≠ 0` can be brought to intermediate normalisation by a gauge
with `c₀ = 1`: the energies stay, and all corrections become orthogonal to `ψ₀`. -/
theorem exists_intermediate_normalisation {H₀ W : V →ₗ[ℂ] V} {E : ℕ → ℂ} {ψ : ℕ → V}
    (h : SolvesOrders H₀ W E ψ) (h0 : ψ 0 ≠ 0) :
    ∃ c : ℕ → ℂ, c 0 = 1 ∧ SolvesOrders H₀ W E (seriesMul c ψ) ∧
      ∀ n, ⟪ψ 0, seriesMul c ψ (n + 1)⟫_ℂ = 0 := by
  obtain ⟨c, hc⟩ := exists_gauge_overlap ψ h0 (fun n => if n = 0 then ⟪ψ 0, ψ 0⟫_ℂ else 0)
  refine ⟨c, ?_, gauge_freedom h c, fun n => by rw [hc]; simp⟩
  have h1 := hc 0
  rw [seriesMul_zero, inner_smul_right, if_pos rfl] at h1
  exact mul_right_cancel₀ (inner_self_ne_zero.mpr h0) (h1.trans (one_mul _).symm)

/-- For a solution of the equations of all orders with symmetric `H₀`, a unit vector `ψ₀` and
corrections orthogonal to `ψ₀`, the energy of order `n + 1` is `⟨ψ₀, W ψₙ⟩`. -/
theorem energy_formula {H₀ W : V →ₗ[ℂ] V} {E : ℕ → ℂ} {ψ : ℕ → V}
    (h : SolvesOrders H₀ W E ψ) (hs : H₀.IsSymmetric) (h1 : ‖ψ 0‖ = 1)
    (hort : ∀ n, ⟪ψ 0, ψ (n + 1)⟫_ℂ = 0) (n : ℕ) :
    E (n + 1) = ⟪ψ 0, W (ψ n)⟫_ℂ := by
  have hn : ⟪ψ 0, ψ 0⟫_ℂ = 1 := by
    rw [inner_self_eq_norm_sq_to_K, h1]
    simp
  have hH : ⟪ψ 0, H₀ (ψ (n + 1))⟫_ℂ = 0 := by
    rw [← hs, h.zeroth, inner_smul_left, hort, mul_zero]
  have hmid : ∀ i ∈ range n, E (i + 1) * ⟪ψ 0, ψ (n - i)⟫_ℂ = 0 := by
    intro i hi
    have hi' : n - i = (n - i - 1) + 1 := by
      have := mem_range.mp hi
      omega
    rw [hi', hort, mul_zero]
  -- project the order equation on `ψ₀`
  have hp := congrArg (fun v => ⟪ψ 0, v⟫_ℂ) (h.succ n)
  simp only [seriesMul_ends, inner_add_right, inner_sum, inner_smul_right] at hp
  rw [Finset.sum_eq_zero hmid, hH, hort n, hn] at hp
  simpa using hp.symm

/-- Converse for symmetric `H₀` and a nondegenerate level `E₀`: two solutions with nonzero
zeroth-order states and the same `E₀` have the same energies at all orders, and their states
differ by a gauge change with `c₀ ≠ 0`. -/
theorem energies_unique_states_gauge {H₀ W : V →ₗ[ℂ] V} {E E' : ℕ → ℂ} {ψ φ : ℕ → V}
    (hψ : SolvesOrders H₀ W E ψ) (hφ : SolvesOrders H₀ W E' φ) (hs : H₀.IsSymmetric)
    (hnd : ∀ v, H₀ v = E 0 • v → ∃ a : ℂ, v = a • ψ 0)
    (hψ0 : ψ 0 ≠ 0) (hφ0 : φ 0 ≠ 0) (hE0 : E' 0 = E 0) :
    E' = E ∧ ∃ c : ℕ → ℂ, c 0 ≠ 0 ∧ φ = seriesMul c ψ := by
  have hne : ⟪ψ 0, ψ 0⟫_ℂ ≠ 0 := inner_self_ne_zero.mpr hψ0
  have left : ∀ v, ⟪ψ 0, H₀ v⟫_ℂ = E 0 * ⟪ψ 0, v⟫_ℂ := by
    intro v
    have hr := hs (ψ 0) (ψ 0)
    rw [hψ.zeroth, inner_smul_left, inner_smul_right] at hr
    rw [← hs, hψ.zeroth, inner_smul_left, mul_right_cancel₀ hne hr]
  have key : ∀ v, H₀ v = E 0 • v → ⟪ψ 0, v⟫_ℂ = 0 → v = 0 := by
    intro v hv ho
    obtain ⟨a, rfl⟩ := hnd v hv
    rw [inner_smul_right] at ho
    rw [(mul_eq_zero.mp ho).resolve_right hne, zero_smul]
  have ov : ⟪ψ 0, φ 0⟫_ℂ ≠ 0 := fun h => hφ0 (key _ (by rw [hφ.zeroth, hE0]) h)
  -- choose the gauge that matches all overlaps with `ψ₀`
  obtain ⟨c, hc⟩ := exists_gauge_overlap ψ hψ0 (fun n => ⟪ψ 0, φ n⟫_ℂ)
  have hχ := gauge_freedom hψ c
  suffices H : ∀ n, E' n = E n ∧ φ n = seriesMul c ψ n by
    refine ⟨funext fun n => (H n).1, c, fun h0 => hφ0 ?_, funext fun n => (H n).2⟩
    rw [(H 0).2, seriesMul_zero, h0, zero_smul]
  generalize seriesMul c ψ = χ at hc hχ ⊢
  have ho : ∀ n, ⟪ψ 0, φ n - χ n⟫_ℂ = 0 := fun n => by
    rw [inner_sub_right, hc, sub_self]
  intro n
  induction n using Nat.strong_induction_on with
  | _ n ih =>
    rcases n with _ | n
    · exact ⟨hE0, sub_eq_zero.mp (key _
        (by rw [map_sub, hφ.zeroth, hχ.zeroth, hE0, smul_sub]) (ho 0))⟩
    · have mid : ∑ i ∈ range n, E' (i + 1) • φ (n - i) =
          ∑ i ∈ range n, E (i + 1) • χ (n - i) := by
        refine sum_congr rfl fun i hi => ?_
        have := mem_range.mp hi
        rw [(ih (i + 1) (by omega)).1, (ih (n - i) (by omega)).2]
      have h1 := hφ.succ n
      have h2 := hχ.succ n
      rw [seriesMul_ends, mid, hE0, (ih n (by omega)).2, (ih 0 (by omega)).2] at h1
      rw [seriesMul_ends] at h2
      have diff : H₀ (φ (n + 1) - χ (n + 1)) =
          E 0 • (φ (n + 1) - χ (n + 1)) + (E' (n + 1) - E (n + 1)) • χ 0 := by
        rw [map_sub]
        linear_combination (norm := module) h1 - h2
      -- the projection on `ψ₀` fixes the energy, nondegeneracy fixes the state
      have hp := congrArg (fun v => ⟪ψ 0, v⟫_ℂ) diff
      simp only [inner_add_right, inner_smul_right, left, ho, mul_zero, zero_add] at hp
      have hE : E' (n + 1) = E (n + 1) := sub_eq_zero.mp
        ((mul_eq_zero.mp hp.symm).resolve_right (by rw [hc]; exact ov))
      exact ⟨hE, sub_eq_zero.mp (key _
        (by rw [diff, hE, sub_self, zero_smul, add_zero]) (ho (n + 1)))⟩

/-- Unperturbed three-level Hamiltonian `diag(0, 1, -1)`. -/
def levelH₀ : EuclideanSpace ℂ (Fin 3) →ₗ[ℂ] EuclideanSpace ℂ (Fin 3) where
  toFun v := !₂[0, v 1, -v 2]
  map_add' x y := by ext i; fin_cases i <;> simp [add_comm]
  map_smul' a x := by ext i; fin_cases i <;> simp

/-- Perturbation with ones on the diagonal that couples the first level to the other two. -/
def levelW : EuclideanSpace ℂ (Fin 3) →ₗ[ℂ] EuclideanSpace ℂ (Fin 3) where
  toFun v := !₂[v 0 + v 1 + v 2, v 0 + v 1, v 0 + v 2]
  map_add' x y := by ext i; fin_cases i <;> simp <;> ring
  map_smul' a x := by ext i; fin_cases i <;> simp <;> ring

/-- Energy series of the first level: one at first order, zero at all other orders. -/
def levelE (n : ℕ) : ℂ := if n = 1 then 1 else 0

/-- State series of the first level: `(1, 0, 0)`, then `(0, -1, 1)`, then zero. -/
def levelψ : ℕ → EuclideanSpace ℂ (Fin 3)
  | 0 => !₂[1, 0, 0]
  | 1 => !₂[0, -1, 1]
  | _ => 0

/-- The three-level model solves the equations of all orders, with symmetric `H₀`, nonzero
`ψ₀` and a nondegenerate unperturbed level. -/
theorem solvesOrders_witness :
    SolvesOrders levelH₀ levelW levelE levelψ ∧ levelH₀.IsSymmetric ∧ levelψ 0 ≠ 0 ∧
      ∀ v, levelH₀ v = levelE 0 • v → ∃ a : ℂ, v = a • levelψ 0 := by
  refine ⟨⟨?_, fun n => ?_⟩, fun x y => ?_, fun h => ?_, fun v hv => ⟨v 0, ?_⟩⟩
  · ext i
    fin_cases i <;> simp [levelH₀, levelE, levelψ]
  · have hr : seriesMul levelE levelψ (n + 1) = levelψ n := by
      simp [seriesMul, levelE, ite_smul]
    rw [hr]
    rcases n with _ | _ | n <;> ext i <;> fin_cases i <;> simp [levelH₀, levelW, levelψ]
  · simp [levelH₀, PiLp.inner_apply, Fin.sum_univ_three]
  · have h1 := congrArg (fun w : EuclideanSpace ℂ (Fin 3) => w 0) h
    simp [levelψ] at h1
  · have h1 := congrArg (fun w : EuclideanSpace ℂ (Fin 3) => w 1) hv
    have h2 := congrArg (fun w : EuclideanSpace ℂ (Fin 3) => w 2) hv
    simp [levelH₀, levelE] at h1 h2
    ext i
    fin_cases i <;> simp [levelψ, h1, h2]

end

end PerturbationGauge
```

```lean
#print axioms PerturbationGauge.exists_intermediate_normalisation
-- 'PerturbationGauge.exists_intermediate_normalisation' depends on axioms: [propext, Classical.choice, Quot.sound]
#print axioms PerturbationGauge.energy_formula
-- 'PerturbationGauge.energy_formula' depends on axioms: [propext, Classical.choice, Quot.sound]
#print axioms PerturbationGauge.energies_unique_states_gauge
-- 'PerturbationGauge.energies_unique_states_gauge' depends on axioms: [propext, Classical.choice, Quot.sound]
```

## From the sums to the Lean proofs

The lemmas `seriesMul_zero`, `seriesMul_succ` and `seriesMul_ends` evaluate order zero, split off the last term, and split off both end terms. `seriesMul_comm` is the exchange of sums: `Finset.sum_comm'` reorders the triangle, and `omega` checks that both descriptions contain the same index pairs.

`gauge_freedom` runs the derivation from right to left. It first uses `seriesMul_comm` on the right-hand side. Then `e` replaces the terms \(k\le n\) by means of the order equations, `last` treats \(k=n+1\), and `hW` moves \(W\) through the sum.

`exists_gauge_overlap` replaces the recursion for \(c_n\) by a division of power series. The overlap series has constant coefficient \(\langle\psi_0,\psi_0\rangle\ne0\), so it has an inverse, and comparing coefficients returns the required sums. `exists_intermediate_normalisation` inserts the particular overlaps, cancels \(\langle\psi_0,\psi_0\rangle\) to get \(c_0=1\), and calls `gauge_freedom`.

In `energy_formula`, `hH` removes the \(H_0\) term, `hmid` removes the middle sum, and `hp` is the projected order equation.

In `energies_unique_states_gauge`, `left` shows that \(H_0\) acts as \(E_0\) under projection on \(\psi_0\), including the reality of \(E_0\). `key` says that a solution of \(H_0v=E_0v\) orthogonal to \(\psi_0\) vanishes, and `ov` gives the nonzero overlap. Strong induction supplies agreement at all lower orders. `mid` uses it to match the middle sums, and `diff` is the subtracted equation, obtained by `linear_combination`. Its projection fixes the energy, and `key` then fixes the state.

`solvesOrders_witness` checks the three-level model. Because only \(E_1\) is nonzero, the right-hand side at order \(n+1\) reduces to \(\psi_n\), and the cases \(n=0\), \(n=1\) and \(n\ge2\) are verified by components. It also confirms the symmetry of \(H_0\), \(\psi_0\neq0\) and the nondegeneracy of the unperturbed level.
